# Angular velocity from z-y-z Euler angle rates, with a direction lost at sin β = 0

Let $R_z(\theta)$ be the rotation by $\theta$ about the z axis, and let $\theta$ change in time at the rate $\theta'$. Differentiating the matrix and multiplying by its transpose gives

$$
R_z'R_z^T=\theta'\begin{pmatrix}0&-1&0\\1&0&0\\0&0&0\end{pmatrix}.
$$

Applied to a vector $x$, the right-hand side is the vector product of $(0,0,\theta')$ with $x$, so the angular velocity can be read off from $R'R^T$.

Now turn first by $\gamma$ and then by $\alpha$ about the same axis. The result is $R_z(\alpha+\gamma)$, with angular velocity $(0,0,\alpha'+\gamma')$: two rates produce motion about one axis. This happens to z-y-z Euler angles when the middle angle is zero.

## The rate matrix and its inverse

With $R_y(\beta)$ the rotation by $\beta$ about the y axis, set

$$
R=R_z(\alpha)R_y(\beta)R_z(\gamma),
$$

and let $a,b,c$ be the rates of $\alpha,\beta,\gamma$ at time $t$. Write $[w]$ for the matrix with $[w]x=w\times x$. Then

$$
R'R^T=[\omega],\qquad \omega=M\begin{pmatrix}a\\b\\c\end{pmatrix},\qquad
M=\begin{pmatrix}0&-\sin\alpha&\cos\alpha\sin\beta\\0&\cos\alpha&\sin\alpha\sin\beta\\1&0&\cos\beta\end{pmatrix},
$$

and $\det M=-\sin\beta$. Numbering components from zero, as the Lean file does, the inverse relation for $\sin\beta\neq0$ is

$$
c=\frac{\cos\alpha\,\omega_0+\sin\alpha\,\omega_1}{\sin\beta},\qquad
b=-\sin\alpha\,\omega_0+\cos\alpha\,\omega_1,\qquad
a=\omega_2-\cos\beta\,c .
$$

## Propagating the orientation of a rigid molecule

A molecular dynamics code that treats molecules as classical rigid bodies and stores their orientations as Euler angles can use this inverse. In a simple scheme, each step obtains $\omega$ from the angular momentum, converts it to $(a,b,c)$, and advances the angles. Here $R$ takes the body-frame components of a vector to its space-frame components, so the components of $\omega$ belong to the space frame; to use these formulas with body-frame components $\omega_{\text{body}}$, one first forms $\omega=R\,\omega_{\text{body}}$.

The division by $\sin\beta$ is where the trouble appears. Take $\alpha=0$, $\beta=0.01$ and $\omega=(1,0,0)$ in units of inverse time. The formulas give $b=0$, $c\approx100$ and $a\approx-100$, although the body turns at unit speed. The two large rates nearly cancel: $a+c=\tan(\beta/2)\approx0.005$. A time step suited to the physical motion can then be too long for the angles. The equation $R'=[\omega]R$ contains no such division, so propagating the matrix itself avoids this singularity.

## Carrying the three axes into the space frame

Abbreviate $Z=R_z(\alpha)$, $Y=R_y(\beta)$, $W=R_z(\gamma)$, and let $e_y,e_z$ be unit vectors along the fixed axes. Each factor turns about its own axis:

$$
Z'=[a e_z]Z,\qquad Y'=[b e_y]Y,\qquad W'=[c e_z]W .
$$

A rotation $Q$ preserves vector products, $Q(v\times x)=(Qv)\times(Qx)$, and therefore $Q[v]=[Qv]Q$. The product rule now gives

$$
\begin{aligned}
R'&=Z'YW+ZY'W+ZYW'\\
&=[a e_z]ZYW+Z[b e_y]YW+ZY[c e_z]W\\
&=[a e_z+bZe_y+cZYe_z]\,R .
\end{aligned}
$$

The three axes are $e_z$, $Ze_y=(-\sin\alpha,\cos\alpha,0)$ and $ZYe_z=(\cos\alpha\sin\beta,\sin\alpha\sin\beta,\cos\beta)$, which are the columns of $M$. Multiplying on the right by $R^T$ and using $RR^T=1$ gives $R'R^T=[\omega]$.

Expanding the determinant along the first column leaves

$$
\det M=-\sin^2\alpha\sin\beta-\cos^2\alpha\sin\beta=-\sin\beta .
$$

For the inverse, the rows of $M$ read

$$
\omega_0=-\sin\alpha\,b+\cos\alpha\sin\beta\,c,\quad
\omega_1=\cos\alpha\,b+\sin\alpha\sin\beta\,c,\quad
\omega_2=a+\cos\beta\,c .
$$

Multiplying the first two by $-\sin\alpha$ and $\cos\alpha$ and adding isolates $b$. Multiplying them by $\cos\alpha$ and $\sin\alpha$ and adding gives

$$
\cos\alpha\,\omega_0+\sin\alpha\,\omega_1=\sin\beta\,c .
$$

If $\sin\beta\neq0$, this determines $c$, and the third row then determines $a$. If $\sin\beta=0$, the left-hand side vanishes for every choice of rates. For $\omega=(\cos\alpha,\sin\alpha,0)$ it equals one, so that angular velocity cannot be produced.

At $\beta=0$ the middle factor is the identity and $R=R_z(\alpha+\gamma)$. At $\beta=\pi$ the middle factor is $\operatorname{diag}(-1,1,-1)$, which reverses the z axis, so $R_y(\pi)R_z(\gamma)=R_z(-\gamma)R_y(\pi)$ and

$$
R=R_z(\alpha-\gamma)R_y(\pi).
$$

## The Lean file

```lean
import Mathlib

open Matrix Real

namespace EulerAngleKinematics

noncomputable section

/-- Rotation by the angle `θ` about the z axis. -/
def rotZ (θ : ℝ) : Matrix (Fin 3) (Fin 3) ℝ :=
  !![cos θ, -sin θ, 0; sin θ, cos θ, 0; 0, 0, 1]

/-- Rotation by the angle `θ` about the y axis. -/
def rotY (θ : ℝ) : Matrix (Fin 3) (Fin 3) ℝ :=
  !![cos θ, 0, sin θ; 0, 1, 0; -sin θ, 0, cos θ]

/-- The rotation with Euler angles `α`, `β`, `γ` in the z-y-z convention. -/
def eulerRot (α β γ : ℝ) : Matrix (Fin 3) (Fin 3) ℝ :=
  rotZ α * rotY β * rotZ γ

/-- The cross-product matrix of a vector `w`. -/
def crossMatrix (w : Fin 3 → ℝ) : Matrix (Fin 3) (Fin 3) ℝ :=
  !![0, -w 2, w 1; w 2, 0, -w 0; -w 1, w 0, 0]

/-- The matrix that takes the rates of the three Euler angles to the angular velocity. -/
def rateMatrix (α β : ℝ) : Matrix (Fin 3) (Fin 3) ℝ :=
  !![0, -sin α, cos α * sin β; 0, cos α, sin α * sin β; 1, 0, cos β]

/-- The matrix path `A` has the time derivative `A'` at time `t`, entry by entry. -/
def HasMatrixDerivAt (A : ℝ → Matrix (Fin 3) (Fin 3) ℝ)
    (A' : Matrix (Fin 3) (Fin 3) ℝ) (t : ℝ) : Prop :=
  ∀ i j, HasDerivAt (fun s => A s i j) (A' i j) t

/-- The cross-product matrix of `w` acts on a vector `x` as the vector product of `w` and `x`. -/
theorem crossMatrix_mulVec (w x : Fin 3 → ℝ) :
    crossMatrix w *ᵥ x = crossProduct w x := by
  ext i
  fin_cases i <;>
    simp [crossMatrix, cross_apply, Matrix.mulVec, dotProduct, Fin.sum_univ_three] <;> ring

/-- Moving a rotation about z or y past a cross-product matrix rotates the vector in it. -/
theorem rot_mul_crossMatrix (θ : ℝ) (v : Fin 3 → ℝ) :
    rotZ θ * crossMatrix v = crossMatrix (rotZ θ *ᵥ v) * rotZ θ ∧
    rotY θ * crossMatrix v = crossMatrix (rotY θ *ᵥ v) * rotY θ := by
  have h := Real.sin_sq_add_cos_sq θ
  constructor <;> ext i j <;> fin_cases i <;> fin_cases j <;>
    simp [rotZ, rotY, crossMatrix, Matrix.mul_apply, Matrix.mulVec, dotProduct,
      Fin.sum_univ_three] <;>
    first
    | ring1
    | linear_combination (v 0) * h
    | linear_combination -(v 0) * h
    | linear_combination (v 1) * h
    | linear_combination -(v 1) * h
    | linear_combination (v 2) * h
    | linear_combination -(v 2) * h

/-- The product rule for paths of matrices, with the order of the factors kept. -/
theorem HasMatrixDerivAt.mul {A B : ℝ → Matrix (Fin 3) (Fin 3) ℝ}
    {A' B' : Matrix (Fin 3) (Fin 3) ℝ} {t : ℝ}
    (hA : HasMatrixDerivAt A A' t) (hB : HasMatrixDerivAt B B' t) :
    HasMatrixDerivAt (fun s => A s * B s) (A' * B t + A t * B') t := by
  intro i j
  have h := HasDerivAt.fun_sum (u := Finset.univ)
    (fun k _ => (hA i k).fun_mul (hB k j))
  simpa only [Matrix.mul_apply, Matrix.add_apply, Finset.sum_add_distrib] using h

/-- A rotation about the z or y axis whose angle changes at the rate `r` has the derivative
given by the angular velocity `r` along that axis. -/
theorem rot_hasMatrixDerivAt {θ : ℝ → ℝ} {r t : ℝ} (hθ : HasDerivAt θ r t) :
    HasMatrixDerivAt (fun s => rotZ (θ s)) (crossMatrix ![0, 0, r] * rotZ (θ t)) t ∧
    HasMatrixDerivAt (fun s => rotY (θ s)) (crossMatrix ![0, r, 0] * rotY (θ t)) t := by
  have hc := hθ.cos
  have hs := hθ.sin
  have h0 := hasDerivAt_const t (0 : ℝ)
  have h1 := hasDerivAt_const t (1 : ℝ)
  have eZ : crossMatrix ![0, 0, r] * rotZ (θ t) =
      !![-sin (θ t) * r, -(cos (θ t) * r), 0; cos (θ t) * r, -sin (θ t) * r, 0; 0, 0, 0] := by
    ext i j
    fin_cases i <;> fin_cases j <;>
      simp [crossMatrix, rotZ, Matrix.mul_apply, Fin.sum_univ_three] <;> ring
  have eY : crossMatrix ![0, r, 0] * rotY (θ t) =
      !![-sin (θ t) * r, 0, cos (θ t) * r; 0, 0, 0; -(cos (θ t) * r), 0, -sin (θ t) * r] := by
    ext i j
    fin_cases i <;> fin_cases j <;>
      simp [crossMatrix, rotY, Matrix.mul_apply, Fin.sum_univ_three] <;> ring
  rw [eZ, eY]
  constructor
  · intro i j
    fin_cases i <;> fin_cases j
    exacts [hc, hs.fun_neg, h0, hs, hc, h0, h0, h0, h1]
  · intro i j
    fin_cases i <;> fin_cases j
    exacts [hc, h0, hs, h0, h1, h0, hs.fun_neg, h0, hc]

/-- The kinematic equation of the rotation matrix: its time derivative is the cross-product matrix
of the angular velocity times the rotation matrix itself. -/
theorem eulerRot_hasMatrixDerivAt {α β γ : ℝ → ℝ} {a b c t : ℝ}
    (hα : HasDerivAt α a t) (hβ : HasDerivAt β b t) (hγ : HasDerivAt γ c t) :
    HasMatrixDerivAt (fun s => eulerRot (α s) (β s) (γ s))
      (crossMatrix (rateMatrix (α t) (β t) *ᵥ ![a, b, c]) * eulerRot (α t) (β t) (γ t)) t := by
  have h := ((rot_hasMatrixDerivAt hα).1.mul (rot_hasMatrixDerivAt hβ).2).mul
    (rot_hasMatrixDerivAt hγ).1
  -- the angular velocity is the sum of one contribution from each angle rate
  have hw : rateMatrix (α t) (β t) *ᵥ ![a, b, c] = ![0, 0, a] + rotZ (α t) *ᵥ ![0, b, 0]
      + rotZ (α t) *ᵥ (rotY (β t) *ᵥ ![0, 0, c]) := by
    ext i
    simp only [Pi.add_apply, Matrix.mulVec, dotProduct, Fin.sum_univ_three]
    fin_cases i <;> simp [rateMatrix, rotZ, rotY] <;> ring
  have hadd : ∀ u v, crossMatrix (u + v) = crossMatrix u + crossMatrix v := by
    intro u v
    ext i j
    fin_cases i <;> fin_cases j <;> simp [crossMatrix] <;> ring
  -- all cross-product matrices are moved to the left
  have alg : ∀ C₁ C₂ C₃ D Z Y W V U : Matrix (Fin 3) (Fin 3) ℝ,
      Z * V = C₂ * Z → Y * U = D * Y → Z * D = C₃ * Z →
      (C₁ + C₂ + C₃) * (Z * Y * W) = (C₁ * Z * Y + Z * (V * Y)) * W + Z * Y * (U * W) := by
    intro C₁ C₂ C₃ D Z Y W V U h1 h2 h3
    calc (C₁ + C₂ + C₃) * (Z * Y * W)
        = C₁ * Z * Y * W + (C₂ * Z) * Y * W + (C₃ * Z) * Y * W := by noncomm_ring
      _ = C₁ * Z * Y * W + (Z * V) * Y * W + Z * (D * Y) * W := by
          rw [← h1, ← h3]; noncomm_ring
      _ = (C₁ * Z * Y + Z * (V * Y)) * W + Z * Y * (U * W) := by
          rw [← h2]; noncomm_ring
  have e := alg (crossMatrix ![0, 0, a]) _ _ _ _ _ (rotZ (γ t)) _ _
    (rot_mul_crossMatrix (α t) ![0, b, 0]).1 (rot_mul_crossMatrix (β t) ![0, 0, c]).2
    (rot_mul_crossMatrix (α t) (rotY (β t) *ᵥ ![0, 0, c])).1
  rw [hw, hadd, hadd]
  simp only [eulerRot]
  rw [e]
  exact h

/-- Along a differentiable path of Euler angles, `R' Rᵀ` is the cross-product matrix of the
angular velocity, which is the rate matrix applied to the rates of the angles. -/
theorem deriv_eulerRot_mul_transpose {α β γ : ℝ → ℝ} {a b c t : ℝ}
    (hα : HasDerivAt α a t) (hβ : HasDerivAt β b t) (hγ : HasDerivAt γ c t) :
    (Matrix.of fun i j => deriv (fun s => eulerRot (α s) (β s) (γ s) i j) t) *
      (eulerRot (α t) (β t) (γ t))ᵀ =
    crossMatrix (rateMatrix (α t) (β t) *ᵥ ![a, b, c]) := by
  have hd : (Matrix.of fun i j => deriv (fun s => eulerRot (α s) (β s) (γ s) i j) t) =
      crossMatrix (rateMatrix (α t) (β t) *ᵥ ![a, b, c]) * eulerRot (α t) (β t) (γ t) := by
    ext i j
    exact (eulerRot_hasMatrixDerivAt hα hβ hγ i j).deriv
  have hZY : ∀ θ, rotZ θ * (rotZ θ)ᵀ = 1 ∧ rotY θ * (rotY θ)ᵀ = 1 := by
    intro θ
    constructor <;> ext i j <;> fin_cases i <;> fin_cases j <;>
      simp [rotZ, rotY, Matrix.mul_apply, Fin.sum_univ_three] <;>
      first
      | ring1
      | linear_combination Real.sin_sq_add_cos_sq θ
  -- the rotation matrix is orthogonal
  have horth : eulerRot (α t) (β t) (γ t) * (eulerRot (α t) (β t) (γ t))ᵀ = 1 := by
    rw [eulerRot, Matrix.transpose_mul, Matrix.transpose_mul]
    calc _ = rotZ (α t) * (rotY (β t) * (rotZ (γ t) * (rotZ (γ t))ᵀ) * (rotY (β t))ᵀ) *
          (rotZ (α t))ᵀ := by simp only [mul_assoc]
      _ = 1 := by rw [(hZY (γ t)).1, mul_one, (hZY (β t)).2, mul_one, (hZY (α t)).1]
  rw [hd, mul_assoc, horth, mul_one]

/-- The determinant of the rate matrix is `-sin β`. -/
theorem det_rateMatrix (α β : ℝ) : (rateMatrix α β).det = -sin β := by
  simp [rateMatrix, Matrix.det_fin_three]
  linear_combination -sin β * Real.sin_sq_add_cos_sq α

/-- At `β = 0` the rotation is the z rotation by `α + γ`, and at `β = π` it is the y rotation by `π`
followed by the z rotation by `α - γ`. -/
theorem gimbal_lock (α γ : ℝ) :
    eulerRot α 0 γ = rotZ (α + γ) ∧ eulerRot α Real.pi γ = rotZ (α - γ) * rotY Real.pi := by
  constructor <;> ext i j <;> fin_cases i <;> fin_cases j <;>
    simp [eulerRot, rotZ, rotY, Matrix.mul_apply, Fin.sum_univ_three, Real.cos_add,
      Real.sin_add, Real.cos_sub, Real.sin_sub] <;> ring

/-- Away from `sin β = 0`, the rates `v` of the Euler angles that produce a prescribed angular
velocity `w` are given by explicit formulas. -/
theorem euler_rates_iff {α β : ℝ} (hβ : sin β ≠ 0) (v w : Fin 3 → ℝ) :
    rateMatrix α β *ᵥ v = w ↔
      v 0 = w 2 - cos β * v 2 ∧ v 1 = -sin α * w 0 + cos α * w 1 ∧
      v 2 = (cos α * w 0 + sin α * w 1) / sin β := by
  have hA := Real.sin_sq_add_cos_sq α
  have m0 : (rateMatrix α β *ᵥ v) 0 = -sin α * v 1 + cos α * sin β * v 2 := by
    simp [rateMatrix, Matrix.mulVec, dotProduct, Fin.sum_univ_three]
  have m1 : (rateMatrix α β *ᵥ v) 1 = cos α * v 1 + sin α * sin β * v 2 := by
    simp [rateMatrix, Matrix.mulVec, dotProduct, Fin.sum_univ_three]
  have m2 : (rateMatrix α β *ᵥ v) 2 = v 0 + cos β * v 2 := by
    simp [rateMatrix, Matrix.mulVec, dotProduct, Fin.sum_univ_three]
  rw [eq_div_iff hβ]
  constructor
  · intro h
    rw [h] at m0 m1 m2
    refine ⟨?_, ?_, ?_⟩
    · linear_combination -m2
    · linear_combination sin α * m0 - cos α * m1 - v 1 * hA
    · linear_combination -cos α * m0 - sin α * m1 - v 2 * sin β * hA
  · rintro ⟨h0, h1, h2⟩
    have e0 : (rateMatrix α β *ᵥ v) 0 = w 0 := by
      linear_combination m0 - sin α * h1 + cos α * h2 + w 0 * hA
    have e1 : (rateMatrix α β *ᵥ v) 1 = w 1 := by
      linear_combination m1 + cos α * h1 + sin α * h2 + w 1 * hA
    have e2 : (rateMatrix α β *ᵥ v) 2 = w 2 := by
      linear_combination m2 + h0
    ext i
    fin_cases i
    exacts [e0, e1, e2]

/-- Every angular velocity can be produced by suitable rates of the Euler angles exactly when
`sin β` is not zero. -/
theorem all_velocities_reachable_iff (α β : ℝ) :
    (∀ w : Fin 3 → ℝ, ∃ v, rateMatrix α β *ᵥ v = w) ↔ sin β ≠ 0 := by
  constructor
  · intro h hs
    -- the direction (cos α, sin α, 0) is lost when sin β = 0
    obtain ⟨v, hv⟩ := h ![cos α, sin α, 0]
    have h0 : -sin α * v 1 = cos α := by
      simpa [rateMatrix, Matrix.mulVec, dotProduct, Fin.sum_univ_three, hs] using congrFun hv 0
    have h1 : cos α * v 1 = sin α := by
      simpa [rateMatrix, Matrix.mulVec, dotProduct, Fin.sum_univ_three, hs] using congrFun hv 1
    have : (0 : ℝ) = 1 := by
      linear_combination cos α * h0 + sin α * h1 + Real.sin_sq_add_cos_sq α
    exact zero_ne_one this
  · intro hs w
    exact ⟨![w 2 - cos β * ((cos α * w 0 + sin α * w 1) / sin β),
      -sin α * w 0 + cos α * w 1, (cos α * w 0 + sin α * w 1) / sin β],
      (euler_rates_iff hs _ w).mpr ⟨rfl, rfl, rfl⟩⟩

end

end EulerAngleKinematics
```

```lean
#print axioms EulerAngleKinematics.deriv_eulerRot_mul_transpose
-- 'EulerAngleKinematics.deriv_eulerRot_mul_transpose' depends on axioms: [propext, Classical.choice, Quot.sound]
#print axioms EulerAngleKinematics.gimbal_lock
-- 'EulerAngleKinematics.gimbal_lock' depends on axioms: [propext, Classical.choice, Quot.sound]
#print axioms EulerAngleKinematics.euler_rates_iff
-- 'EulerAngleKinematics.euler_rates_iff' depends on axioms: [propext, Classical.choice, Quot.sound]
#print axioms EulerAngleKinematics.all_velocities_reachable_iff
-- 'EulerAngleKinematics.all_velocities_reachable_iff' depends on axioms: [propext, Classical.choice, Quot.sound]
```

## Reading the definitions and theorems

Vectors are functions `Fin 3 → ℝ`, and rotations are explicit real matrices acting on column vectors through `*ᵥ`. The definitions `eulerRot`, `crossMatrix` and `rateMatrix` are $R$, $[w]$ and $M$. The theorem `crossMatrix_mulVec` ties `crossMatrix` to Mathlib's vector product, which fixes the sign convention.

The hypotheses `hα`, `hβ` and `hγ` say that the three angles are differentiable at the single time `t`, with rates `a`, `b` and `c`. Nothing is required at other times. Under these hypotheses `deriv_eulerRot_mul_transpose` states $R'R^T=[\omega]$, with $R'$ formed from the derivatives of the nine entries. The companion `eulerRot_hasMatrixDerivAt` states that these derivatives exist and that $R'=[\omega]R$.

The theorem `gimbal_lock` gives the two formulas at $\beta=0$ and $\beta=\pi$. In `euler_rates_iff`, `v` holds the rates $(a,b,c)$ and `w` the prescribed $\omega$; the equivalence makes the solution unique. Finally, `all_velocities_reachable_iff` says that, at fixed angles, every $\omega$ has suitable rates exactly when $\sin\beta\neq0$. The angles are arbitrary real numbers, not confined to a standard range.

## How the proof follows the derivation

The lemma `rot_mul_crossMatrix` proves $Q[v]=[Qv]Q$ for the two elementary rotations by comparing entries, with $\sin^2\theta+\cos^2\theta=1$ supplied through `linear_combination`. The lemma `rot_hasMatrixDerivAt` differentiates each elementary rotation, and `HasMatrixDerivAt.mul` is the product rule with the order of factors kept.

In `eulerRot_hasMatrixDerivAt`, the step `hw` splits $\omega$ into its three axis contributions and `hadd` splits $[\omega]$ accordingly. The step `alg` moves the cross-product matrices to the left, as in the three-line calculation of $R'$. The main theorem then needs only `horth`, the orthogonality of $R$, which collapses the product from the inside outwards.

The determinant and the gimbal-lock formulas follow by expansion and trigonometric identities. The proof of `euler_rates_iff` uses the same combinations of rows as above. For the lost direction, `all_velocities_reachable_iff` assumes that $(\cos\alpha,\sin\alpha,0)$ is attainable at $\sin\beta=0$ and derives $0=1$.

## Exact kinematics, without a time step

The theorems concern exact real arithmetic at one instant and one choice of axes. They contain no torques or moments of inertia, and they do not bound the error of an integrator or the rounding error near $\sin\beta=0$. A code using another axis sequence, such as z-x-z, needs a different rate matrix.
